# The energy shift from cutting the transcorrelated Hamiltonian after its first commutator, for one particle in periodic states on a line

For one particle on a line with H = −½ d²/dx² + V, the lemma compares an eigenvalue E₀ of H with an eigenvalue E of the truncated transcorrelated Hamiltonian H + [H, τ]. It states that (E − E₀) ∫ e^τ φ ψ = ½ ∫ τ′² e^τ φ ψ over any one period, where ψ and φ are the respective real eigenfunctions, and τ, φ and ψ are twice continuously differentiable with a common period L. Nothing is normalised; where the overlap ∫ e^τ φ ψ is nonzero, dividing by it gives E − E₀ as half the average of τ′² with weight e^τ φ ψ, which need not be positive. The attempt differentiates the Wronskian of e^τ φ and ψ, from which V drops out, and integrates over a period, so that the boundary terms cancel.

This version doesn't compile in Lean 4 with Mathlib:

```lean
import Mathlib

open Real

namespace EnergyShift

noncomputable section

/-- The one-particle Hamiltonian `H f = -f''/2 + V f` in atomic units. -/
def hamiltonian (V f : ℝ → ℝ) (x : ℝ) : ℝ := -(deriv (deriv f) x) / 2 + V x * f x

/-- The commutator `[A, τ]` of an operator `A` with multiplication by `τ`, applied to `f`. -/
def commutator (A : (ℝ → ℝ) → ℝ → ℝ) (τ f : ℝ → ℝ) (x : ℝ) : ℝ :=
  A (fun y => τ y * f y) x - τ x * A f x

/-- The transcorrelated Hamiltonian cut after the first commutator, `H + [H, τ]`. -/
def truncated (V τ f : ℝ → ℝ) (x : ℝ) : ℝ :=
  hamiltonian V f x + commutator (hamiltonian V) τ f x

/-- A twice continuously differentiable function has a first and a second derivative
at every point. -/
theorem hasDerivAt_twice {f : ℝ → ℝ} (hf : ContDiff ℝ 2 f) :
    (∀ x, HasDerivAt f (deriv f x) x) ∧
      ∀ x, HasDerivAt (deriv f) (deriv (deriv f) x) x := by
  have h : ContDiff ℝ (1 + 1) f := by
    rw [one_add_one_eq_two]
    exact hf
  have h' := contDiff_succ_iff_deriv.1 h
  exact ⟨fun x => (h'.1 x).hasDerivAt,
    fun x => (h'.2.2.differentiable (by norm_num) x).hasDerivAt⟩

/-- The second derivative of a product of two twice continuously differentiable functions. -/
theorem second_deriv_mul {f g : ℝ → ℝ} (hf : ContDiff ℝ 2 f) (hg : ContDiff ℝ 2 g) (x : ℝ) :
    deriv (deriv (fun y => f y * g y)) x =
      deriv (deriv f) x * g x + 2 * deriv f x * deriv g x + f x * deriv (deriv g) x := by
  obtain ⟨f1, f2⟩ := hasDerivAt_twice hf
  obtain ⟨g1, g2⟩ := hasDerivAt_twice hg
  have h : deriv (fun y => f y * g y) = fun y => deriv f y * g y + f y * deriv g y :=
    funext fun y => ((f1 y).fun_mul (g1 y)).deriv
  rw [h]
  refine (((f2 x).fun_mul (g1 x)).fun_add ((f1 x).fun_mul (g2 x))).deriv.trans ?_
  ring

/-- For twice continuously differentiable `τ` and `f`, the first commutator is
`[H, τ] f = -τ' f' - τ'' f / 2`. -/
theorem commutator_eq (V : ℝ → ℝ) {τ f : ℝ → ℝ} (hτ : ContDiff ℝ 2 τ)
    (hf : ContDiff ℝ 2 f) (x : ℝ) :
    commutator (hamiltonian V) τ f x =
      -(deriv τ x * deriv f x) - deriv (deriv τ) x * f x / 2 := by
  simp only [commutator, hamiltonian]
  rw [second_deriv_mul hτ hf]
  ring

/-- Let `τ`, `φ`, `ψ` be twice continuously differentiable with period `L`. If `H ψ = E₀ ψ` and
`(H + [H, τ]) φ = E φ`, then `(E - E₀) ∫ e^τ φ ψ = ½ ∫ τ'² e^τ φ ψ` over any one period. -/
theorem energy_shift {V τ φ ψ : ℝ → ℝ} {L E E₀ : ℝ}
    (hτ : ContDiff ℝ 2 τ) (hφ : ContDiff ℝ 2 φ) (hψ : ContDiff ℝ 2 ψ)
    (pτ : Function.Periodic τ L) (pφ : Function.Periodic φ L) (pψ : Function.Periodic ψ L)
    (h₀ : ∀ x, hamiltonian V ψ x = E₀ * ψ x) (h : ∀ x, truncated V τ φ x = E * φ x) (a : ℝ) :
    (E - E₀) * ∫ x in a..(a + L), exp (τ x) * φ x * ψ x =
      1 / 2 * ∫ x in a..(a + L), (deriv τ x) ^ 2 * (exp (τ x) * φ x * ψ x) := by
  obtain ⟨t1, t2⟩ := hasDerivAt_twice hτ
  obtain ⟨p1, p2⟩ := hasDerivAt_twice hφ
  obtain ⟨s1, s2⟩ := hasDerivAt_twice hψ
  have hd : ∀ f : ℝ → ℝ, Function.Periodic f L → deriv f (a + L) = deriv f a := by
    intro f hf
    have e : (fun y => f (y + L)) = f := funext hf
    calc deriv f (a + L) = deriv (fun y => f (y + L)) a := (deriv_comp_add_const ..).symm
      _ = deriv f a := by rw [e]
  -- the Wronskian of `e^τ φ` and `ψ`; the potential drops out of its derivative
  have hW : ∀ x, HasDerivAt
      (fun y => exp (τ y) * (φ y * deriv ψ y - (deriv φ y + deriv τ y * φ y) * ψ y))
      (2 * (E - E₀) * (exp (τ x) * φ x * ψ x)
        - (deriv τ x) ^ 2 * (exp (τ x) * φ x * ψ x)) x := by
    intro x
    have e0 := h₀ x
    have e1 := h x
    rw [truncated, commutator_eq V hτ hφ, hamiltonian] at e1
    rw [hamiltonian] at e0
    refine HasDerivAt.congr_deriv ((t1 x).exp.fun_mul (((p1 x).fun_mul (s2 x)).fun_sub
      (((p2 x).fun_add ((t2 x).fun_mul (p1 x))).fun_mul (s1 x)))) ?_
    linear_combination exp (τ x) * (2 * ψ x * e1 - 2 * φ x * e0)
  have cg : Continuous fun x => exp (τ x) * φ x * ψ x :=
    (hτ.continuous.rexp.mul hφ.continuous).mul hψ.continuous
  have ct : Continuous (deriv τ) := continuous_iff_continuousAt.2 fun x => (t2 x).continuousAt
  have c1 := continuous_const (y := 2 * (E - E₀)) |>.mul cg
  have c2 := (ct.pow 2).mul cg
  have key := intervalIntegral.integral_eq_sub_of_hasDerivAt (a := a) (b := a + L)
    (fun x _ => hW x) ((c1.sub c2).intervalIntegrable _ _)
  rw [intervalIntegral.integral_sub (c1.intervalIntegrable _ _) (c2.intervalIntegrable _ _),
    intervalIntegral.integral_const_mul, hd τ pτ, hd φ pφ, hd ψ pψ, pτ a, pφ a, pψ a] at key
  linarith

end

end EnergyShift
```

Lean reports:

```
Main.lean:90:6: error: Tactic `rewrite` failed: Did not find an occurrence of the pattern
  ∫ (x : ℝ) in ?m.730..?m.731,
    ((fun x => 2 * (E - E₀)) * fun x => rexp (τ x) * φ x * ψ x) x -
      (deriv τ ^ 2 * fun x => rexp (τ x) * φ x * ψ x) x ∂?m.727
in the target expression
  ∫ (y : ℝ) in a..a + L, 2 * (E - E₀) * (rexp (τ y) * φ y * ψ y) - deriv τ y ^ 2 * (rexp (τ y) * φ y * ψ y) =
    rexp (τ (a + L)) * (φ (a + L) * deriv ψ (a + L) - (deriv φ (a + L) + deriv τ (a + L) * φ (a + L)) * ψ (a + L)) -
      rexp (τ a) * (φ a * deriv ψ a - (deriv φ a + deriv τ a * φ a) * ψ a)

V τ φ ψ : ℝ → ℝ
L E E₀ : ℝ
hτ : ContDiff ℝ 2 τ
hφ : ContDiff ℝ 2 φ
hψ : ContDiff ℝ 2 ψ
pτ : Function.Periodic τ L
pφ : Function.Periodic φ L
pψ : Function.Periodic ψ L
h₀ : ∀ (x : ℝ), hamiltonian V ψ x = E₀ * ψ x
h : ∀ (x : ℝ), truncated V τ φ x = E * φ x
a : ℝ
t1 : ∀ (x : ℝ), HasDerivAt τ (deriv τ x) x
t2 : ∀ (x : ℝ), HasDerivAt (deriv τ) (deriv (deriv τ) x) x
p1 : ∀ (x : ℝ), HasDerivAt φ (deriv φ x) x
p2 : ∀ (x : ℝ), HasDerivAt (deriv φ) (deriv (deriv φ) x) x
s1 : ∀ (x : ℝ), HasDerivAt ψ (deriv ψ x) x
s2 : ∀ (x : ℝ), HasDerivAt (deriv ψ) (deriv (deriv ψ) x) x
hd : ∀ (f : ℝ → ℝ), Function.Periodic f L → deriv f (a + L) = deriv f a
hW :
  ∀ (x : ℝ),
    HasDerivAt (fun y => rexp (τ y) * (φ y * deriv ψ y - (deriv φ y + deriv τ y * φ y) * ψ y))
      (2 * (E - E₀) * (rexp (τ x) * φ x * ψ x) - deriv τ x ^ 2 * (rexp (τ x) * φ x * ψ x)) x
cg : Continuous fun x => rexp (τ x) * φ x * ψ x
ct : Continuous (deriv τ)
c1 : Continuous ((fun x => 2 * (E - E₀)) * fun x => rexp (τ x) * φ x * ψ x)
c2 : Continuous (deriv τ ^ 2 * fun x => rexp (τ x) * φ x * ψ x)
key :
  ∫ (y : ℝ) in a..a + L, 2 * (E - E₀) * (rexp (τ y) * φ y * ψ y) - deriv τ y ^ 2 * (rexp (τ y) * φ y * ψ y) =
    rexp (τ (a + L)) * (φ (a + L) * deriv ψ (a + L) - (deriv φ (a + L) + deriv τ (a + L) * φ (a + L)) * ψ (a + L)) -
      rexp (τ a) * (φ a * deriv ψ a - (deriv φ a + deriv τ a * φ a) * ψ a)
⊢ (E - E₀) * ∫ (x : ℝ) in a..a + L, rexp (τ x) * φ x * ψ x =
    1 / 2 * ∫ (x : ℝ) in a..a + L, deriv τ x ^ 2 * (rexp (τ x) * φ x * ψ x)
```

The one error is a failed rewrite with `intervalIntegral.integral_sub`, which should split the integral in `key` into two. The rewrite takes its pattern from `c1` and `c2`. These had no stated types, so Lean gave them the form produced by `Continuous.mul` and `Continuous.pow`: products and powers of whole functions, such as `deriv τ ^ 2 * fun x => …`. The pattern therefore contains such a function applied to `x`, while the integrand in `key` is written out pointwise, as `deriv τ y ^ 2 * (…)`. The two are equal by definition, but `rw` does not unfold function multiplication and powers to find a match.

The diff states both types pointwise. The same continuity proofs are still accepted, because checking them against a stated type does allow that unfolding, and the pattern now has the form found in `key`. Dropping `(y := 2 * (E - E₀))` is mere tidying, since the stated type now fixes the constant.

Fix (accepted with no message):

```diff
@@ -84,6 +84,8 @@
     (hτ.continuous.rexp.mul hφ.continuous).mul hψ.continuous
   have ct : Continuous (deriv τ) := continuous_iff_continuousAt.2 fun x => (t2 x).continuousAt
-  have c1 := continuous_const (y := 2 * (E - E₀)) |>.mul cg
-  have c2 := (ct.pow 2).mul cg
+  have c1 : Continuous fun x => 2 * (E - E₀) * (exp (τ x) * φ x * ψ x) :=
+    continuous_const.mul cg
+  have c2 : Continuous fun x => (deriv τ x) ^ 2 * (exp (τ x) * φ x * ψ x) :=
+    (ct.pow 2).mul cg
   have key := intervalIntegral.integral_eq_sub_of_hasDerivAt (a := a) (b := a + L)
     (fun x _ => hW x) ((c1.sub c2).intervalIntegrable _ _)
```
